# The Dirac density of the lowest bound state diverges at a point nucleus for 0 < Zα < 1

What counts as a solution of the Dirac equation around a point nucleus is a matter of choice. Here it is a pointwise one: two real functions must have derivatives at every radius $r>0$ and satisfy the two radial equations there. Nothing is required at $r=0$, where the potential is singular, and no Hilbert-space operator is introduced. Accordingly, the behaviour of the density at the nucleus is a limit from the right and not a value at the origin.

The model is one electron in the potential $-a/r$, with $a=Z\alpha$, where $Z$ is the nuclear charge number and $\alpha$ the fine-structure constant. Units are $\hbar=m=c=1$, with $m$ the electron mass, so lengths are measured in $\hbar/mc$ and energies in $mc^2$. There is no screening by other electrons, and the nucleus has no extent.

```lean
import Mathlib

open Filter Topology MeasureTheory

namespace DiracPointNucleusDensity

noncomputable section
```

## The pair of functions and the equations

The angular part of the state enters through the Dirac quantum number $\kappa=-k$. In physics $k$ is a positive integer and the total angular momentum is $k-\tfrac12$; in Lean `k` is a real number. The physical range is $0<a<k$, in which the attraction is weak enough for the following exponent to be real and positive:

$$\gamma=\sqrt{k^2-a^2}.$$

```lean
/-- The exponent `γ = √(k² - a²)` of the radial functions, for coupling `a = Zα` and `κ = -k`. -/
def gam (k a : ℝ) : ℝ := √(k ^ 2 - a ^ 2)
```

The small component will be a fixed multiple of the large one. Write $q=(\gamma-k)/a$ for this ratio.

```lean
/-- The constant ratio `(γ - k)/a` of the small to the large component. -/
def ratio (k a : ℝ) : ℝ := (gam k a - k) / a
```

The energy to be tested in part (b) includes the rest energy.

```lean
/-- The energy `γ/k`, rest energy included, in units of `mc²`. -/
def energy (k a : ℝ) : ℝ := gam k a / k
```

The large component is $G(r)=r^{\gamma}e^{-ar/k}$ and the small one is $F=qG$. Neither has a node at $r>0$, and neither is normalised.

```lean
/-- The large radial component `G(r) = r^γ exp(-a r/k)`, not normalised. -/
def large (k a r : ℝ) : ℝ := r ^ gam k a * Real.exp (-(a / k * r))

/-- The small radial component `F(r) = ((γ - k)/a) G(r)`. -/
def small (k a r : ℝ) : ℝ := ratio k a * large k a r
```

The radial density $G^2+F^2$ is the weight per unit radius. Dividing it by $r^2$ gives the density in space, apart from the angular factor. For the average over angles that factor is $1/4\pi$, which has no influence on whether the density diverges.

```lean
/-- The radial density `G² + F²`. -/
def radialDensity (k a r : ℝ) : ℝ := large k a r ^ 2 + small k a r ^ 2

/-- The density in space, `(G² + F²)/r²`, up to the angular factor. -/
def density (k a r : ℝ) : ℝ := radialDensity k a r / r ^ 2
```

For an energy $E$, the predicate `SolvesDirac k a E G F` says that at every $r>0$

$$G'=\frac{k}{r}G+\Big(E+1+\frac ar\Big)F,\qquad F'=-\frac{k}{r}F-\Big(E-1+\frac ar\Big)G .$$

`HasDerivAt` states both that the derivative exists and that it equals the right-hand side. The predicate contains no normalisation condition, which is why integrability is treated separately in part (h).

```lean
/-- The radial Dirac equations with `κ = -k` at energy `E` in the potential `-a/r`,
in units `ħ = m = c = 1`. -/
def SolvesDirac (k a E : ℝ) (G F : ℝ → ℝ) : Prop :=
  ∀ r, 0 < r →
    HasDerivAt G (k / r * G r + (E + 1 + a / r) * F r) r ∧
    HasDerivAt F (-(k / r) * F r - (E - 1 + a / r) * G r) r
```

## (a) Slope of the large component

Show that, for $r>0$,

$$G'(r)=\Big(\frac{\gamma}{r}-\frac ak\Big)G(r).$$

By the product rule,

$$G'=\gamma r^{\gamma-1}e^{-ar/k}-\frac ak\,r^{\gamma}e^{-ar/k}.$$

Since $r^{\gamma-1}=r^\gamma/r$, a factor $G$ can be taken out of both terms.

In the proof, `h1` differentiates the power and `h2` the exponent. The product and chain rules combine them, and `Real.rpow_sub_one` supplies the identity for $r^{\gamma-1}$, which needs $r\neq0$.

```lean
/-- The logarithmic derivative of the large component is `γ/r - a/k`. -/
theorem hasDerivAt_large (k a : ℝ) {r : ℝ} (hr : 0 < r) :
    HasDerivAt (large k a) ((gam k a / r - a / k) * large k a r) r := by
  have h1 : HasDerivAt (fun x : ℝ => x ^ gam k a) (gam k a * r ^ (gam k a - 1)) r :=
    Real.hasDerivAt_rpow_const (Or.inl hr.ne')
  have h2 : HasDerivAt (fun x : ℝ => -(a / k * x)) (-(a / k)) r :=
    (((hasDerivAt_id' r).const_mul (a / k)).fun_neg).congr_deriv (by ring)
  refine (h1.fun_mul h2.exp).congr_deriv ?_
  simp only [large, Real.rpow_sub_one hr.ne']
  ring
```

## (b) Both radial equations

For $0<a<k$, show that at every $r>0$

$$G'=\frac krG+\Big(\frac\gamma k+1+\frac ar\Big)F,\qquad F'=-\frac krF-\Big(\frac\gamma k-1+\frac ar\Big)G.$$

Two relations carry the algebra. The definition of $q$ gives $aq=\gamma-k$. Multiplying by $\gamma+k$ and using $\gamma^2-k^2=-a^2$ gives $q(\gamma+k)=-a$.

With $F=qG$, the right-hand side of the first equation is $G$ times

$$\frac kr+\frac{q(\gamma+k)}{k}+\frac{aq}{r}
=\frac kr-\frac ak+\frac{\gamma-k}{r}
=\frac\gamma r-\frac ak,$$

which agrees with part (a). The right-hand side of the second equation is $G$ times

$$-\frac{kq}{r}-\frac ar-\frac{\gamma-k}{k}
=-\frac{kq}{r}+\frac{q(\gamma+k)}{r}-\frac{aq}{k}
=q\Big(\frac\gamma r-\frac ak\Big).$$

This is $qG'/G$, and $F'=qG'$, so the second equation holds too.

The two relations are `h1` and `h2` in the proof. After `congr_deriv` has reduced each equation to an equality between derivative values, `linear_combination` adds the relations with the multipliers that the calculation above uses implicitly. The auxiliary fact `hkk` is $k\,k^{-1}=1$.

```lean
/-- For `0 < a < k` the two components solve the radial Dirac equations at energy `γ/k`. -/
theorem solvesDirac {k a : ℝ} (ha : 0 < a) (hak : a < k) :
    SolvesDirac k a (energy k a) (large k a) (small k a) := by
  intro r hr
  have hk : k ≠ 0 := (ha.trans hak).ne'
  have hkk : k * k⁻¹ = 1 := mul_inv_cancel₀ hk
  have hsq : gam k a ^ 2 = k ^ 2 - a ^ 2 := Real.sq_sqrt (by nlinarith)
  -- the two algebraic relations between the amplitudes
  have h1 : a * ratio k a = gam k a - k := mul_div_cancel₀ _ ha.ne'
  have h2 : ratio k a * (gam k a + k) = -a := by
    apply mul_left_cancel₀ ha.ne'
    linear_combination (gam k a + k) * h1 + hsq
  have hG := hasDerivAt_large k a hr
  constructor
  · refine hG.congr_deriv ?_
    simp only [energy, small]
    linear_combination (-(large k a r * r⁻¹)) * h1 - large k a r * k⁻¹ * h2
      + large k a r * ratio k a * hkk
  · refine (hG.const_mul (ratio k a)).congr_deriv ?_
    simp only [energy, small]
    linear_combination large k a r * r⁻¹ * h2 - large k a r * k⁻¹ * h1
      + large k a r * hkk
```

## (c) The radial density in closed form

Show that, for $r>0$,

$$G^2+F^2=(1+q^2)\,r^{2\gamma}e^{-2ar/k}.$$

Because $F=qG$, the sum is $(1+q^2)G^2$. Squaring $G=r^\gamma e^{-ar/k}$ doubles both exponents.

Lean performs the two doublings separately, as `h1` for the power and `h2` for the exponential, and then compares the products.

```lean
/-- For `r > 0`, the radial density is a constant times the power `r^(2γ)` times an exponential. -/
theorem radialDensity_eq (k a : ℝ) {r : ℝ} (hr : 0 < r) :
    radialDensity k a r =
      (1 + ratio k a ^ 2) * (r ^ (2 * gam k a) * Real.exp (-(2 * a / k * r))) := by
  have h1 : r ^ (2 * gam k a) = r ^ gam k a * r ^ gam k a := by
    rw [two_mul, Real.rpow_add hr]
  have h2 : Real.exp (-(2 * a / k * r))
      = Real.exp (-(a / k * r)) * Real.exp (-(a / k * r)) := by
    rw [← Real.exp_add]
    congr 1
    ring
  rw [h1, h2]
  simp only [radialDensity, small, large]
  ring
```

## (d) The density in space

Show that, for $r>0$,

$$\frac{G^2+F^2}{r^2}=r^{2\gamma-2}\,(1+q^2)\,e^{-2ar/k}.$$

Divide the result of part (c) by $r^2$ and use $r^{2\gamma}/r^2=r^{2\gamma-2}$. This separates a pure power of $r$ from a smooth factor. The proof does the same, with `Real.rpow_sub` splitting the exponent.

```lean
/-- For `r > 0`, the density in space is the power `r^(2γ-2)` times a constant times an exponential.
-/
theorem density_eq (k a : ℝ) {r : ℝ} (hr : 0 < r) :
    density k a r =
      r ^ (2 * gam k a - 2) * ((1 + ratio k a ^ 2) * Real.exp (-(2 * a / k * r))) := by
  rw [density, radialDensity_eq k a hr, Real.rpow_sub hr, Real.rpow_two]
  ring
```

## (e) The smooth factor near the nucleus

Show that

$$\lim_{r\to0^+}(1+q^2)e^{-2ar/k}=1+q^2.$$

The exponential is continuous and equals $1$ at $r=0$. The limit is at least $1$, and therefore positive, which part (f) needs.

In Lean the filter `𝓝[>] 0` stands for $r\to0$ through positive values. The proof obtains continuity from `fun_prop`, takes the two-sided limit and restricts it to the right.

```lean
/-- The factor multiplying the power of `r` in the density tends to `1 + ((γ - k)/a)²`
at the nucleus. -/
theorem amplitude_tendsto (k a : ℝ) :
    Tendsto (fun r : ℝ => (1 + ratio k a ^ 2) * Real.exp (-(2 * a / k * r)))
      (𝓝[>] 0) (𝓝 (1 + ratio k a ^ 2)) := by
  have hc : Continuous
      (fun r : ℝ => (1 + ratio k a ^ 2) * Real.exp (-(2 * a / k * r))) := by fun_prop
  have h := (hc.tendsto 0).mono_left (nhdsWithin_le_nhds (s := Set.Ioi 0))
  simpa using h
```

## (f) Exponent below one

Suppose $\gamma<1$. Show that

$$\lim_{r\to0^+}\frac{G^2+F^2}{r^2}=+\infty .$$

The power in part (d) can be written

$$r^{2\gamma-2}=\Big(\frac1r\Big)^{2-2\gamma},$$

with $2-2\gamma>0$. As $r\to0^+$, $1/r$ grows without bound, and so does this positive power of it. The remaining factor tends to a positive number by part (e), so the product diverges as well.

The proof composes `tendsto_rpow_atTop` with the limit of $1/r$, and `atTop_mul_pos` multiplies by the smooth factor. The density equals the factorised form only for $r>0$; `congr'` accepts this, since the limit involves no other radii.

```lean
/-- If `γ < 1`, the density grows without bound towards the nucleus. -/
theorem density_tendsto_atTop {k a : ℝ} (h : gam k a < 1) :
    Tendsto (density k a) (𝓝[>] 0) atTop := by
  -- a negative power of r is a positive power of 1/r
  have h1 : Tendsto (fun r : ℝ => r ^ (2 * gam k a - 2)) (𝓝[>] 0) atTop := by
    have h2 := (tendsto_rpow_atTop (show 0 < 2 - 2 * gam k a by linarith)).comp
      (tendsto_inv_nhdsGT_zero (𝕜 := ℝ))
    refine h2.congr' ?_
    filter_upwards [self_mem_nhdsWithin] with r hr
    have hr' : (0 : ℝ) < r := hr
    rw [Function.comp_apply, Real.inv_rpow hr'.le, ← Real.rpow_neg hr'.le, neg_sub]
  have hpos : 0 < 1 + ratio k a ^ 2 := by positivity
  refine (h1.atTop_mul_pos hpos (amplitude_tendsto k a)).congr' ?_
  filter_upwards [self_mem_nhdsWithin] with r hr
  exact (density_eq k a hr).symm
```

## (g) Higher angular momentum

Suppose $k^2>1+a^2$. Show that

$$\lim_{r\to0^+}\frac{G^2+F^2}{r^2}=0 .$$

The assumption says $k^2-a^2>1$, hence $\gamma>1$ and $2\gamma-2>0$. The power $r^{2\gamma-2}$ now tends to zero, while the smooth factor stays finite. For $0<a<1$ the assumption holds for every integer $k\ge2$, because then $k^2\ge4>1+a^2$. Among these nodeless states, only the one with $k=1$ therefore has a divergent density in that range of couplings.

In the proof, `hg` is the inequality $\gamma>1$. A positive power is continuous at zero and vanishes there, and the product of the limits is zero.

```lean
/-- If `k² > 1 + a²`, the density tends to zero as `r → 0` from the right. -/
theorem density_tendsto_zero {k a : ℝ} (h : 1 + a ^ 2 < k ^ 2) :
    Tendsto (density k a) (𝓝[>] 0) (𝓝 0) := by
  have hg : 1 < gam k a := (Real.lt_sqrt (by norm_num)).2 (by linarith)
  have hc : Continuous (fun r : ℝ => r ^ (2 * gam k a - 2)) :=
    Real.continuous_rpow_const (by linarith)
  have h1 := (hc.tendsto 0).mono_left (nhdsWithin_le_nhds (s := Set.Ioi 0))
  rw [Real.zero_rpow (by linarith : 2 * gam k a - 2 ≠ 0)] at h1
  have h2 := h1.mul (amplitude_tendsto k a)
  rw [zero_mul] at h2
  refine h2.congr' ?_
  filter_upwards [self_mem_nhdsWithin] with r hr
  exact (density_eq k a hr).symm
```

## (h) The norm

For $0<a<k$, show that $G^2+F^2$ is integrable on $(0,\infty)$ and that

$$N:=\int_0^\infty (G^2+F^2)\,dr=(1+q^2)\Big(\frac{k}{2a}\Big)^{2\gamma+1}\Gamma(2\gamma+1),$$

where $\Gamma$ is the Gamma function.

Set $b=2a/k>0$. By part (c) the integrand is $(1+q^2)r^{2\gamma}e^{-br}$. It is bounded near zero because $\gamma\ge0$, and it decays exponentially at large $r$, so the integral converges. With $x=br$,

$$\int_0^\infty r^{2\gamma}e^{-br}\,dr=b^{-(2\gamma+1)}\int_0^\infty x^{2\gamma}e^{-x}\,dx=b^{-(2\gamma+1)}\,\Gamma(2\gamma+1).$$

Dividing the density by $N$, that is, both components by $\sqrt N$, normalises the state. The factor $1+q^2$ cancels, and the normalised density, averaged over angles, is

$$\frac{1}{4\pi}\,\frac{(2a/k)^{2\gamma+1}}{\Gamma(2\gamma+1)}\,r^{2\gamma-2}e^{-2ar/k}.$$

Lean takes a different route to convergence. Mathlib supplies the value of the integral, which is positive. Since Mathlib assigns the value zero to the integral of a non-integrable function, the integrand must be integrable. The equality from part (c), valid on $(0,\infty)$, then carries both integrability and value over to the radial density. The Lean statement assumes only $a>0$ and $k>0$. For $a>k$ Lean's real square root returns $\gamma=0$, and the formula, though still true of the functions as defined, does not describe a Dirac state.

```lean
/-- The radial density is integrable over all `r > 0`, and its integral is a Gamma function
times elementary factors. -/
theorem total_charge {k a : ℝ} (ha : 0 < a) (hk : 0 < k) :
    IntegrableOn (radialDensity k a) (Set.Ioi 0) ∧
    ∫ r in Set.Ioi 0, radialDensity k a r =
      (1 + ratio k a ^ 2) *
        ((1 / (2 * a / k)) ^ (2 * gam k a + 1) * Real.Gamma (2 * gam k a + 1)) := by
  have hb : 0 < 2 * a / k := by positivity
  have hg0 : 0 ≤ gam k a := Real.sqrt_nonneg _
  have hg : 0 < 2 * gam k a + 1 := by linarith
  have hI := Real.integral_rpow_mul_exp_neg_mul_Ioi hg hb
  simp only [add_sub_cancel_right] at hI
  -- a non-zero integral can only come from an integrable function
  have hint : IntegrableOn
      (fun r : ℝ => r ^ (2 * gam k a) * Real.exp (-(2 * a / k * r))) (Set.Ioi 0) := by
    by_contra hn
    exact (mul_pos (Real.rpow_pos_of_pos (one_div_pos.2 hb) _)
      (Real.Gamma_pos_of_pos hg)).ne' (hI.symm.trans (integral_undef hn))
  have heq : Set.EqOn (radialDensity k a) (fun r : ℝ => (1 + ratio k a ^ 2) *
      (r ^ (2 * gam k a) * Real.exp (-(2 * a / k * r)))) (Set.Ioi 0) :=
    fun r hr => radialDensity_eq k a hr
  have h2 : IntegrableOn (fun r : ℝ => (1 + ratio k a ^ 2) *
      (r ^ (2 * gam k a) * Real.exp (-(2 * a / k * r)))) (Set.Ioi 0) :=
    Integrable.const_mul hint _
  refine ⟨h2.congr_fun heq.symm measurableSet_Ioi, ?_⟩
  rw [setIntegral_congr_fun measurableSet_Ioi heq, integral_const_mul, hI]
```

## (i) The lowest state

Let $0<a<1$ and $k=1$, so that $\gamma=\sqrt{1-a^2}$, $G=r^\gamma e^{-ar}$ and $F=\frac{\gamma-1}{a}G$. Show that for all $r>0$

$$G'=\frac Gr+\Big(\gamma+1+\frac ar\Big)F,\qquad F'=-\frac Fr-\Big(\gamma-1+\frac ar\Big)G,$$

that $G^2+F^2$ is integrable on $(0,\infty)$, and that $(G^2+F^2)/r^2\to+\infty$ as $r\to0^+$.

The equations are those of part (b) at $k=1$, where the energy is $\gamma$. Integrability comes from part (h). Since $a>0$, we have $1-a^2<1$ and hence $\gamma<1$, so part (f) gives the divergence. An infinite density at the nucleus is compatible with a finite norm because the volume element contributes a factor $r^2$: the radial density behaves as $r^{2\gamma}$ and even tends to zero at the origin.

The Lean theorem is a conjunction of these three statements. Its proof collects the earlier results and leaves one inequality, $\sqrt{1-a^2}<1$, which `Real.sqrt_lt'` reduces to $1-a^2<1$.

That this state is the lowest bound state is taken from the standard spectrum of the Dirac equation with a point nucleus. The theorem does not prove it, nor does it treat a nucleus of finite size. For all-electron calculations based on the Dirac equation, it gives a warning from the unscreened one-electron model: with a point nucleus, this state has no finite contact density to report.

```lean
/-- For `0 < a < 1` and `k = 1`, the pair `G, F` solves the radial Dirac equations and has a
finite total charge, yet its density tends to infinity at the point nucleus. -/
theorem point_nucleus_density_diverges {a : ℝ} (ha : 0 < a) (ha1 : a < 1) :
    SolvesDirac 1 a (energy 1 a) (large 1 a) (small 1 a) ∧
    IntegrableOn (radialDensity 1 a) (Set.Ioi 0) ∧
    Tendsto (density 1 a) (𝓝[>] 0) atTop := by
  refine ⟨solvesDirac ha ha1, (total_charge ha one_pos).1, density_tendsto_atTop ?_⟩
  -- any non-zero coupling pushes the exponent below one
  exact (Real.sqrt_lt' one_pos).2 (by nlinarith [pow_pos ha 2])

end

end DiracPointNucleusDensity
```

```lean
#print axioms DiracPointNucleusDensity.density_tendsto_zero
#print axioms DiracPointNucleusDensity.point_nucleus_density_diverges
```

```
'DiracPointNucleusDensity.density_tendsto_zero' depends on axioms: [propext, Classical.choice, Quot.sound]
'DiracPointNucleusDensity.point_nucleus_density_diverges' depends on axioms: [propext, Classical.choice, Quot.sound]
```
